# The matrix (1 + r·σ)/2 is a qubit state exactly when the real vector r has length at most one

If noisy measurements on a qubit give the averages 0.8, 0 and 0.8 for the three Pauli matrices, the usual formula (1 + r·σ)/2 turns them into a Hermitian matrix of trace one that assigns the probability −0.06 to one measurement outcome. The length of the vector r formed by the three averages tells whether this can happen: the matrix is positive semidefinite exactly when that length is at most one.

```lean
import Mathlib

open Matrix
open scoped ComplexOrder

namespace BlochBall

noncomputable section

/-- The three Pauli matrices, numbered 0, 1, 2 for x, y, z. -/
def pauli : Fin 3 → Matrix (Fin 2) (Fin 2) ℂ :=
  ![!![0, 1; 1, 0], !![0, -Complex.I; Complex.I, 0], !![1, 0; 0, -1]]

/-- The matrix `(1 + r · σ) / 2` belonging to a real vector `r`. -/
def blochMatrix (r : EuclideanSpace ℝ (Fin 3)) : Matrix (Fin 2) (Fin 2) ℂ :=
  (1 / 2 : ℂ) • (1 + ∑ k, (r k : ℂ) • pauli k)

/-- The entries of `(1 + r · σ) / 2` in the basis of eigenvectors of `σ_z`. -/
theorem blochMatrix_eq (r : EuclideanSpace ℝ (Fin 3)) :
    blochMatrix r =
      !![(1 + (r 2 : ℂ)) / 2, ((r 0 : ℂ) - (r 1 : ℂ) * Complex.I) / 2;
         ((r 0 : ℂ) + (r 1 : ℂ) * Complex.I) / 2, (1 - (r 2 : ℂ)) / 2] := by
  ext i j
  fin_cases i <;> fin_cases j <;>
    simp [blochMatrix, pauli, Fin.sum_univ_three] <;> ring

/-- The matrix `(1 + r · σ) / 2` is Hermitian and has trace one. -/
theorem blochMatrix_isHermitian_trace (r : EuclideanSpace ℝ (Fin 3)) :
    (blochMatrix r).IsHermitian ∧ (blochMatrix r).trace = 1 := by
  rw [blochMatrix_eq]
  constructor
  · unfold Matrix.IsHermitian
    ext i j
    fin_cases i <;> fin_cases j <;> simp [Matrix.conjTranspose_apply]
    all_goals ring
  · rw [Matrix.trace_fin_two_of]
    ring

/-- The product of `ρ = (1 + r · σ) / 2` and `1 - ρ` is the multiple
`(1 - ‖r‖²) / 4` of the identity. -/
theorem blochMatrix_mul_one_sub (r : EuclideanSpace ℝ (Fin 3)) :
    blochMatrix r * (1 - blochMatrix r) =
      (((1 - ‖r‖ ^ 2) / 4 : ℝ) : ℂ) • (1 : Matrix (Fin 2) (Fin 2) ℂ) := by
  have hn : ‖r‖ ^ 2 = r 0 ^ 2 + r 1 ^ 2 + r 2 ^ 2 := by
    rw [EuclideanSpace.norm_sq_eq]
    simp [Fin.sum_univ_three]
  rw [hn, blochMatrix_eq]
  ext i j
  fin_cases i <;> fin_cases j <;>
    simp [Matrix.mul_apply, Fin.sum_univ_two] <;>
    first
      | ring1
      | linear_combination ((r 1 : ℂ) ^ 2 / 4) * Complex.I_sq

/-- The matrix `(1 + r · σ) / 2` is idempotent exactly when `r` has length one. -/
theorem blochMatrix_idempotent_iff (r : EuclideanSpace ℝ (Fin 3)) :
    blochMatrix r * blochMatrix r = blochMatrix r ↔ ‖r‖ = 1 := by
  have h := blochMatrix_mul_one_sub r
  constructor
  · intro hi
    rw [mul_sub, mul_one, hi, sub_self] at h
    -- compare the upper left entries
    have h00 := congrFun (congrFun h 0) 0
    rw [Matrix.smul_apply, Matrix.one_apply_eq, Matrix.zero_apply, smul_eq_mul,
      mul_one] at h00
    have hc : (1 - ‖r‖ ^ 2) / 4 = 0 := Complex.ofReal_eq_zero.mp h00.symm
    have h0 := norm_nonneg r
    nlinarith
  · intro hr
    have hz : blochMatrix r * (1 - blochMatrix r) = 0 := by
      rw [h, hr]
      simp
    rw [mul_sub, mul_one] at hz
    exact (sub_eq_zero.mp hz).symm

/-- The matrix `(1 + r · σ) / 2` is positive semidefinite exactly when `r` lies in the
closed unit ball. -/
theorem blochMatrix_posSemidef_iff (r : EuclideanSpace ℝ (Fin 3)) :
    (blochMatrix r).PosSemidef ↔ ‖r‖ ≤ 1 := by
  have h := blochMatrix_mul_one_sub r
  obtain ⟨hherm, htr⟩ := blochMatrix_isHermitian_trace r
  have hH : (blochMatrix r)ᴴ = blochMatrix r := hherm
  have h0 := norm_nonneg r
  constructor
  · intro hp
    -- sandwich ρ between two factors 1 - ρ and take the trace
    have key : (1 - blochMatrix r)ᴴ * blochMatrix r * (1 - blochMatrix r) =
        (((1 - ‖r‖ ^ 2) / 4 : ℝ) : ℂ) • (1 - blochMatrix r) := by
      rw [Matrix.conjTranspose_sub, Matrix.conjTranspose_one, hH, mul_assoc, h,
        mul_smul_comm, mul_one]
    have ht := (hp.conjTranspose_mul_mul_same (1 - blochMatrix r)).trace_nonneg
    have h1 : (1 - blochMatrix r).trace = 1 := by
      rw [Matrix.trace_sub, Matrix.trace_one, htr, Fintype.card_fin]
      norm_num
    rw [key, Matrix.trace_smul, h1, smul_eq_mul, mul_one] at ht
    have hc : 0 ≤ (1 - ‖r‖ ^ 2) / 4 := Complex.zero_le_real.mp ht
    nlinarith
  · intro hr
    have hc : (0 : ℂ) ≤ (((1 - ‖r‖ ^ 2) / 4 : ℝ) : ℂ) :=
      Complex.zero_le_real.mpr (by nlinarith)
    -- ρ is the sum of ρ†ρ and a nonnegative multiple of the identity
    have e : blochMatrix r = (blochMatrix r)ᴴ * blochMatrix r +
        (((1 - ‖r‖ ^ 2) / 4 : ℝ) : ℂ) • (1 : Matrix (Fin 2) (Fin 2) ℂ) := by
      rw [hH, ← h, mul_sub, mul_one]
      abel
    rw [e]
    exact (Matrix.posSemidef_conjTranspose_mul_self _).add
      (Matrix.PosSemidef.one.smul hc)

/-- Bloch ball: `(1 + r · σ) / 2` is Hermitian with trace one, positive semidefinite
exactly when `‖r‖ ≤ 1`, and idempotent exactly when `‖r‖ = 1`. -/
theorem bloch_ball (r : EuclideanSpace ℝ (Fin 3)) :
    (blochMatrix r).IsHermitian ∧ (blochMatrix r).trace = 1 ∧
      ((blochMatrix r).PosSemidef ↔ ‖r‖ ≤ 1) ∧
      (blochMatrix r * blochMatrix r = blochMatrix r ↔ ‖r‖ = 1) :=
  ⟨(blochMatrix_isHermitian_trace r).1, (blochMatrix_isHermitian_trace r).2,
    blochMatrix_posSemidef_iff r, blochMatrix_idempotent_iff r⟩

/-- Different vectors `r` give different matrices `(1 + r · σ) / 2`. -/
theorem blochMatrix_injective : Function.Injective blochMatrix := by
  intro s r h
  rw [blochMatrix_eq, blochMatrix_eq] at h
  have h10 := congrFun (congrFun h 1) 0
  have h00 := congrFun (congrFun h 0) 0
  have e0 : s 0 = r 0 := by simpa using congrArg Complex.re h10
  have e1 : s 1 = r 1 := by simpa using congrArg Complex.im h10
  have e2 : s 2 = r 2 := by simpa using congrArg Complex.re h00
  ext i
  fin_cases i
  exacts [e0, e1, e2]

/-- Every Hermitian 2×2 matrix of trace one has the form `(1 + r · σ) / 2` with a
real vector `r`. -/
theorem exists_blochMatrix_eq (ρ : Matrix (Fin 2) (Fin 2) ℂ)
    (hρ : ρ.IsHermitian) (ht : ρ.trace = 1) : ∃ r, blochMatrix r = ρ := by
  rw [Matrix.trace_fin_two] at ht
  have tre := congrArg Complex.re ht
  have tim := congrArg Complex.im ht
  have a := congrArg Complex.im (hρ.apply 0 0)
  have b := congrArg Complex.re (hρ.apply 0 1)
  have c := congrArg Complex.im (hρ.apply 0 1)
  simp only [Complex.add_re, Complex.add_im, Complex.one_re, Complex.one_im,
    Complex.star_def, Complex.conj_re, Complex.conj_im] at tre tim a b c
  -- the components of r are read off from the entries of ρ
  refine ⟨!₂[2 * (ρ 1 0).re, 2 * (ρ 1 0).im, (ρ 0 0).re - (ρ 1 1).re], ?_⟩
  rw [blochMatrix_eq]
  ext i j
  fin_cases i <;> fin_cases j <;> apply Complex.ext <;> simp <;> linarith

/-- A 2×2 matrix is positive semidefinite with trace one exactly when it is
`(1 + r · σ) / 2` for one and only one `r` in the closed unit ball. -/
theorem density_matrix_iff_existsUnique (ρ : Matrix (Fin 2) (Fin 2) ℂ) :
    (ρ.PosSemidef ∧ ρ.trace = 1) ↔ ∃! r, ‖r‖ ≤ 1 ∧ blochMatrix r = ρ := by
  constructor
  · rintro ⟨hp, ht⟩
    obtain ⟨r, rfl⟩ := exists_blochMatrix_eq ρ hp.isHermitian ht
    exact ⟨r, ⟨(blochMatrix_posSemidef_iff r).mp hp, rfl⟩,
      fun s hs => blochMatrix_injective hs.2⟩
  · rintro ⟨r, ⟨hr, rfl⟩, -⟩
    exact ⟨(blochMatrix_posSemidef_iff r).mpr hr, (blochMatrix_isHermitian_trace r).2⟩

end

end BlochBall
```

```lean
#print axioms BlochBall.blochMatrix_idempotent_iff
#print axioms BlochBall.bloch_ball
#print axioms BlochBall.density_matrix_iff_existsUnique
```

```
'BlochBall.blochMatrix_idempotent_iff' depends on axioms: [propext, Classical.choice, Quot.sound]
'BlochBall.bloch_ball' depends on axioms: [propext, Classical.choice, Quot.sound]
'BlochBall.density_matrix_iff_existsUnique' depends on axioms: [propext, Classical.choice, Quot.sound]
```

## Three real numbers and a 2×2 matrix

The vector $r=(r_0,r_1,r_2)$ has real components, and $\sigma_0,\sigma_1,\sigma_2$ are the Pauli matrices usually called $\sigma_x,\sigma_y,\sigma_z$. The numbering follows Lean, where `Fin 3` has the elements 0, 1, 2; in particular $\sigma_0$ is not the identity here. The definition `blochMatrix` is the physical formula

$$\rho=\tfrac12\Bigl(1+\sum_{k=0}^{2} r_k\sigma_k\Bigr).$$

The type of $r$ is `EuclideanSpace ℝ (Fin 3)`, which makes `‖r‖` the ordinary length, $\|r\|^2=r_0^2+r_1^2+r_2^2$. With the plain function type `Fin 3 → ℝ`, Mathlib's norm would be the largest absolute value of a component, and the unit ball would be a cube. The vector with components 0.8, 0, 0.8 lies inside that cube but outside the Euclidean ball.

Inserting the Pauli matrices gives the entries

$$\rho=\frac12\begin{pmatrix}1+r_2 & r_0-i r_1\\ r_0+i r_1 & 1-r_2\end{pmatrix}.$$

This is `blochMatrix_eq`. Its proof goes through the four entries one at a time (`ext` and `fin_cases`), expands the sum over $k$ and finishes with algebra. Rows and columns are also numbered from 0, so that $\rho_{00}$ is the population of the eigenstate of $\sigma_2$ with eigenvalue $+1$.

The diagonal entries are real and the off-diagonal ones are complex conjugates of each other, hence $\rho^\dagger=\rho$. The diagonal sums to $\tfrac12(1+r_2)+\tfrac12(1-r_2)=1$. Both facts hold for every real $r$, however long, and `blochMatrix_isHermitian_trace` records them.

## Qubit states as points of a ball

The theorem `bloch_ball` has no hypothesis on $r$. It says that $\rho$ is Hermitian, that its trace is one, that it is positive semidefinite if and only if $\|r\|\le1$, and that $\rho^2=\rho$ if and only if $\|r\|=1$.

`PosSemidef` means that the matrix is Hermitian and that $x^\dagger\rho x\ge0$ for every complex vector $x$. For a unit vector $x$, this number is the probability of finding the system in the state $x$, so positivity is the demand that no probability be negative. The line `open scoped ComplexOrder` gives a meaning to inequalities between complex numbers: $0\le z$ says that $z$ is real and nonnegative.

Idempotency stands for purity. A Hermitian matrix with $\rho^2=\rho$ is an orthogonal projector, and trace one makes it the projector onto a single state vector. The surface of the ball therefore carries the pure states, the interior carries the mixed ones, and the centre $r=0$ is the completely mixed state $\tfrac12\,1$.

The last theorem, `density_matrix_iff_existsUnique`, starts from the other end, with an arbitrary complex 2×2 matrix. Such a matrix is a density matrix, meaning positive semidefinite with trace one, if and only if there is exactly one $r$ (the quantifier `∃!`) with $\|r\|\le1$ and `blochMatrix r = ρ`. Qubit states and points of the closed unit ball thus correspond one to one.

The components of $r$ are the averages of the Pauli matrices, $r_k=\operatorname{tr}(\rho\,\sigma_k)$. This follows from $\operatorname{tr}\sigma_k=0$ and $\operatorname{tr}(\sigma_j\sigma_k)=2\delta_{jk}$, two relations that the file does not state. It is the reason why, for a single two-level system, three measured averages can be tested for consistency with a quantum state by computing one length. The same test can monitor positivity in a simulation of one open qubit, provided that the simulated matrix stays Hermitian with trace one.

All of this concerns 2×2 matrices and exact real numbers. Systems with more levels, time evolution and statistical error are not treated.

## The product of ρ and 1 − ρ

One identity carries both criteria:

$$\rho\,(1-\rho)=c\,1,\qquad c=\frac{1-\|r\|^2}{4}.$$

To check it by entries, note that trace one gives $1-\rho_{00}=\rho_{11}$ and $1-\rho_{11}=\rho_{00}$. The upper left entry of the product is

$$\rho_{00}(1-\rho_{00})-\rho_{01}\rho_{10}=\frac{(1+r_2)(1-r_2)}{4}-\frac{(r_0-ir_1)(r_0+ir_1)}{4}=\frac{1-r_2^2-r_0^2-r_1^2}{4}=c.$$

The lower right entry is $-\rho_{10}\rho_{01}+\rho_{11}(1-\rho_{11})$, which is the same number. The upper right entry is

$$-\rho_{00}\rho_{01}+\rho_{01}(1-\rho_{11})=\rho_{01}(1-\rho_{00}-\rho_{11})=0,$$

and the lower left one vanishes in the same way.

The lemma `blochMatrix_mul_one_sub` follows this computation. It first writes $\|r\|^2$ as the sum of three squares and then compares entries. Where plain algebra (`ring1`) is not enough, `linear_combination` supplies the relation $i^2=-1$, which is needed for the product $(r_0-ir_1)(r_0+ir_1)$.

## Idempotent on the unit sphere

Since $\rho(1-\rho)=\rho-\rho^2$, the matrix is idempotent exactly when $c\,1=0$, that is, when $c=0$. This means $\|r\|^2=1$, and because a length is not negative, $\|r\|=1$.

In `blochMatrix_idempotent_iff`, the forward direction turns the left side of the identity into the zero matrix and compares the upper left entries, which gives $c=0$ as an equation between real numbers. The tactic `nlinarith` then concludes $\|r\|=1$ with the help of $\|r\|\ge0$. The backward direction inserts $\|r\|=1$ into the identity and reads off $\rho-\rho^2=0$.

## Positive in the ball and nowhere else

Suppose $\|r\|\le1$, so that $c\ge0$. Because $\rho$ is Hermitian, the identity can be rearranged to

$$\rho=\rho^2+c\,1=\rho^\dagger\rho+c\,1.$$

For every vector $x$ this gives

$$x^\dagger\rho x=\|\rho x\|^2+c\,\|x\|^2\ge0.$$

The Lean proof establishes the rearranged equation under the name `e` and then adds two positive semidefinite matrices: $\rho^\dagger\rho$, which is always of this kind, and a nonnegative multiple of the identity.

Suppose now that $\rho$ is positive semidefinite. For any matrix $B$ the product $B^\dagger\rho B$ is positive semidefinite too, since $x^\dagger B^\dagger\rho Bx=(Bx)^\dagger\rho\,(Bx)\ge0$. The choice $B=1-\rho$, which is Hermitian, gives

$$(1-\rho)^\dagger\rho\,(1-\rho)=(1-\rho)\,c\,1=c\,(1-\rho).$$

The trace of $1-\rho$ is $2-1=1$, so the trace of the right side is $c$. A positive semidefinite matrix has nonnegative diagonal entries and therefore a nonnegative trace. Hence $c\ge0$, which means $\|r\|^2\le1$ and so $\|r\|\le1$.

In `blochMatrix_posSemidef_iff` the displayed equation is called `key`, the nonnegative trace is `ht`, and `h1` says that $1-\rho$ has trace one. The final `nlinarith` passes from $c\ge0$ to $\|r\|\le1$.

The argument also shows where positivity fails outside the ball. If $w_0$ and $w_1$ are the columns of $1-\rho$, the diagonal entries of the sandwiched matrix are $w_0^\dagger\rho w_0$ and $w_1^\dagger\rho w_1$, and their sum is $c$. When $c<0$, at least one of the two columns is a vector on which $\rho$ takes a negative value.

## Reading the vector off the matrix

Let $\rho$ now be any Hermitian 2×2 matrix of trace one. Its diagonal entries are real with sum one, and $\rho_{01}$ is the complex conjugate of $\rho_{10}$. Set

$$r_0=2\operatorname{Re}\rho_{10},\qquad r_1=2\operatorname{Im}\rho_{10},\qquad r_2=\rho_{00}-\rho_{11}.$$

Then $\tfrac12(r_0+ir_1)=\rho_{10}$, and conjugation gives $\tfrac12(r_0-ir_1)=\rho_{01}$. On the diagonal,

$$\tfrac12(1+r_2)=\tfrac12(\rho_{00}+\rho_{11}+\rho_{00}-\rho_{11})=\rho_{00},$$

and likewise $\tfrac12(1-r_2)=\rho_{11}$. The formula therefore reproduces $\rho$. The theorem `exists_blochMatrix_eq` does this with real and imaginary parts: it extracts the linear equations contained in Hermiticity and trace one, proposes the vector above, and lets `linarith` verify each entry.

There is no second choice of $r$. If two vectors give the same matrix, the lower left entries agree, which fixes $r_0$ and $r_1$, and the upper left entries agree, which fixes $r_2$. This is `blochMatrix_injective`.

The one-to-one correspondence combines these results. A density matrix is Hermitian with trace one, so it comes from some $r$; positivity puts that $r$ in the ball, and injectivity makes it unique. Conversely, a vector in the ball gives a positive semidefinite matrix of trace one.

## The averages 0.8, 0, 0.8 worked through

For $r=(0.8,\,0,\,0.8)$ the squared length is $1.28$, so $c=(1-1.28)/4=-0.07$. The matrices are

$$\rho=\begin{pmatrix}0.9&0.4\\0.4&0.1\end{pmatrix},\qquad 1-\rho=\begin{pmatrix}0.1&-0.4\\-0.4&0.9\end{pmatrix}.$$

Nothing looks wrong with the diagonal of $\rho$: 0.9 and 0.1 are acceptable probabilities. The unit vector $x=(1,-2)/\sqrt5$, however, gives

$$x^\dagger\rho x=\frac{0.9-4\cdot0.4+4\cdot0.1}{5}=-0.06,$$

the negative probability of the opening example. The columns of $1-\rho$ reveal the fault as well: $w_0^\dagger\rho w_0=-0.007$ and $w_1^\dagger\rho w_1=-0.063$, with sum $-0.07=c$.

Reducing the first component to 0.6 gives $r=(0.6,\,0,\,0.8)$, which has length one. Now

$$\rho=\begin{pmatrix}0.9&0.3\\0.3&0.1\end{pmatrix},\qquad \rho^2=\begin{pmatrix}0.81+0.09&0.27+0.03\\0.27+0.03&0.09+0.01\end{pmatrix}=\rho,$$

and the matrix is a pure state.
